# Cholesky entries of a positive definite overlap matrix as normalised minors

Take three basis functions with overlap matrix $S = LL^{\mathrm H}$, where $L$ is lower triangular with a positive real diagonal. Pick rows 1 and 3 and columns 1 and 2 of $S$. Since $L_{12} = L_{13} = L_{23} = 0$, multiplying out $LL^{\mathrm H}$ gives

$$
\begin{pmatrix} S_{11} & S_{12}\\ S_{31} & S_{32}\end{pmatrix}
=
\begin{pmatrix} L_{11} & 0\\ L_{31} & L_{32}\end{pmatrix}
\begin{pmatrix} L_{11} & \overline{L_{21}}\\ 0 & L_{22}\end{pmatrix}.
$$

Both factors on the right are triangular, so the determinant can be read off their diagonals:

$$
S_{11}S_{32} - S_{12}S_{31} = L_{32}\,L_{22}\,L_{11}^2 .
$$

The entries $L_{31}$ and $L_{21}$ have dropped out. A single minor of $S$ isolates the single entry $L_{32}$, up to factors from the diagonal.

## The identity for any entry

Let $S = LL^{\mathrm H}$ be the overlap matrix of a finite ordered basis, where $L$ is lower triangular with a positive real diagonal and $L^{\mathrm H}$ is its conjugate transpose. For indices $i$ and $k$, let $M_{ik}$ be the determinant of the block of $S$ whose columns are $1,\dots,k$ and whose rows are $1,\dots,k-1$ followed by $i$. Then

$$
M_{ik} = L_{ik}\,L_{kk}\prod_{p<k} L_{pp}^2 .
$$

For $k=1$ the product is empty and the identity reads $S_{i1} = L_{i1}L_{11}$. For $i<k$ both sides are zero: row $i$ occurs twice in the minor, and $L_{ik}$ lies above the diagonal.

Let $D_k$ be the leading minor on the functions that come before $k$, with $D_1 = 1$. The identity can be solved for the Cholesky entry:

$$
L_{ik} = \frac{M_{ik}}{\sqrt{M_{kk}\,D_k}} .
$$

## Appended functions, fill-in and small pivots

Electronic-structure codes with non-orthogonal basis functions often factorise $S$ to turn the generalised eigenproblem $HC = SC\varepsilon$ (Hamiltonian matrix $H$, coefficient matrix $C$, diagonal matrix of eigenvalues $\varepsilon$) into an ordinary one. For a finite, linearly independent basis and in exact arithmetic, the identity says which overlaps each entry of the factor depends on.

- **Appending functions.** The formula for $L_{ik}$ with $i \ge k$ uses only overlaps among the functions $1,\dots,k$ and $i$. A code that adds functions at the end of the basis can therefore keep the rows of $L$ it already has.
- **Fill-in.** $L_{ik}$ vanishes exactly when $M_{ik}$ does, which for $i>k>1$ is a different condition from $S_{ik}=0$. In the three-function case with $S_{32}=0$, the minor is $-S_{12}S_{31}$, so $L_{32}$ is non-zero whenever function 1 overlaps both of the others. A sparse code that stores the complete factor needs room for such an entry, although $S$ has a zero there.
- **Near linear dependence.** Setting $i=k$ gives $L_{kk}^2 = M_{kk}/D_k$, a ratio of consecutive leading minors. It is the squared norm of what remains of function $k$ after its projection onto the earlier functions has been removed. When the pivot $L_{kk}$ is small compared with $\sqrt{S_{kk}}$, function $k$ is close to a linear combination of the earlier ones.

Evaluating determinants is not an efficient way to compute $L$, but for small matrices it gives an independent check on a factorisation routine.

## From triangular blocks to the minor

Fix $k$ and let $K=\{p : p\le k\}$. For any row $a$ and any column $b\in K$,

$$
S_{ab} = \sum_q L_{aq}\,\overline{L_{bq}} .
$$

A term with $q>b$ contains $L_{bq}=0$. Only $q\le b\le k$ survives, so the sum runs over $K$ alone. Let $R$ be the list of rows $1,\dots,k-1,i$. The chosen block of $S$ is then a product of two square blocks,

$$
S[R,K] = L[R,K]\;L[K,K]^{\mathrm H}.
$$

The block $L[K,K]$ is lower triangular with diagonal $L_{11},\dots,L_{kk}$, so

$$
\det L[K,K]^{\mathrm H} = \prod_{p\le k}\overline{L_{pp}} .
$$

The block $L[R,K]$ is lower triangular too. Its first $k-1$ rows are rows of $L$, and its last row has no column to the right of its diagonal position. That position holds $L_{ik}$, so

$$
\det L[R,K] = L_{ik}\prod_{p<k}L_{pp}.
$$

Multiplying the two determinants gives, for any complex diagonal,

$$
M_{ik} = L_{ik}\,\overline{L_{kk}}\prod_{p<k}|L_{pp}|^2 .
$$

When the diagonal is real, this is the stated identity.

The same truncation with the columns $p<k$ and the rows $p<k$ gives $D_k = \prod_{p<k}L_{pp}^2$, which is positive. Hence $M_{ik}=L_{ik}L_{kk}D_k$ and, for $i=k$, $M_{kk}=L_{kk}^2D_k$. It follows that

$$
M_{kk}D_k = (L_{kk}D_k)^2, \qquad \sqrt{M_{kk}D_k} = L_{kk}D_k ,
$$

where the root is taken with $L_{kk}D_k>0$. Dividing $M_{ik}$ by this root leaves $L_{ik}$. Since $L_{kk}D_k\neq0$, the entry and the minor also vanish together.

The argument carries over to Gaussian elimination without pivoting. Let $A=LU$ with $L$ unit lower triangular and $U$ upper triangular, and form $M_{ik}$ from $A$. The block factorisation gives $M_{ik}=L_{ik}\prod_{p\le k}U_{pp}$, so the multiplier is $L_{ik}=M_{ik}/M_{kk}$ whenever $M_{kk}\ne0$. This variant is derived here by hand only; the Lean file treats $S=LL^{\mathrm H}$.

## The Lean file

```lean
import Mathlib

open Matrix

namespace CholeskyMinors

noncomputable section

variable {ι : Type*} [Fintype ι] [LinearOrder ι]

/-- `L` is a Cholesky factor of the overlap matrix `S`: it is lower triangular, has a positive
real diagonal, and `S = L Lᴴ`. -/
structure IsCholeskyFactor (S L : Matrix ι ι ℂ) : Prop where
  lower : ∀ p q, p < q → L p q = 0
  diag_pos : ∀ p, 0 < (L p p).re
  diag_im : ∀ p, (L p p).im = 0
  factor : S = L * Lᴴ

/-- The row selection that keeps every `p < k` and puts `i` in the place of `k`. -/
def borderedRow (i k : ι) (p : {p : ι // p ≤ k}) : ι := if p.1 = k then i else p.1

/-- The minor of `S` with rows `p < k` followed by `i`, and columns `p ≤ k`. -/
def borderedMinor (S : Matrix ι ι ℂ) (i k : ι) : ℂ :=
  (S.submatrix (borderedRow i k) (Subtype.val : {p : ι // p ≤ k} → ι)).det

/-- The leading principal minor of `S` on the basis functions that come before `k`. -/
def precedingMinor (S : Matrix ι ι ℂ) (k : ι) : ℂ :=
  (S.submatrix (Subtype.val : {p : ι // p < k} → ι) Subtype.val).det

/-- For lower triangular `L` and a downward closed set of columns, the corresponding block of `L
Lᴴ`, with any choice `r` of rows, is a square block of `L` times the conjugate transpose of a square
block of `L`. -/
theorem submatrix_factor {L : Matrix ι ι ℂ} (hL : ∀ p q, p < q → L p q = 0)
    (P : ι → Prop) [DecidablePred P] (hP : ∀ p q, P p → q ≤ p → P q)
    (r : {p : ι // P p} → ι) :
    (L * Lᴴ).submatrix r (Subtype.val : {p : ι // P p} → ι) =
      L.submatrix r (Subtype.val : {p : ι // P p} → ι) *
        (L.submatrix (Subtype.val : {p : ι // P p} → ι) Subtype.val)ᴴ := by
  ext a b
  simp only [Matrix.submatrix_apply, Matrix.mul_apply, Matrix.conjTranspose_apply]
  refine Eq.trans ?_ (Finset.sum_subtype (Finset.univ.filter P) (by simp)
    (fun q => L (r a) q * star (L b.1 q)))
  symm
  apply Finset.sum_subset (Finset.filter_subset _ _)
  intro q _ hq
  -- a column outside the set lies to the right of the diagonal in row `b`
  have hbq : b.1 < q := by
    by_contra h
    exact hq (by simp [hP b.1 q b.2 (not_lt.1 h)])
  rw [hL _ _ hbq]
  simp

/-- A principal minor of a lower triangular matrix is the product of the diagonal entries at the
selected indices. -/
theorem det_principal {L : Matrix ι ι ℂ} (hL : ∀ p q, p < q → L p q = 0)
    (P : ι → Prop) [DecidablePred P] :
    (L.submatrix (Subtype.val : {p : ι // P p} → ι) Subtype.val).det =
      ∏ p ∈ Finset.univ.filter P, L p p := by
  rw [Matrix.det_of_isLowerTriangular]
  · exact (Finset.prod_subtype (Finset.univ.filter P) (by simp) (fun p => L p p)).symm
  · intro a b hab
    exact hL _ _ (OrderDual.toDual_lt_toDual.1 hab)

omit [Fintype ι] in
private theorem row_of_ne {i k : ι} (p : {p : ι // p ≤ k}) (h : p.1 ≠ k) :
    borderedRow i k p = p.1 := if_neg h

private theorem prod_le (k : ι) (f : ι → ℂ) :
    ∏ p ∈ Finset.univ.filter (fun p => p ≤ k), f p =
      f k * ∏ p ∈ Finset.univ.filter (fun p => p < k), f p := by
  have h : Finset.univ.filter (fun p => p ≤ k) =
      insert k (Finset.univ.filter (fun p => p < k)) := by
    ext p
    simp [le_iff_eq_or_lt]
  rw [h, Finset.prod_insert (by simp)]

/-- The bordered minor of a lower triangular matrix is `L i k` times the product of the diagonal
entries before `k`. -/
theorem borderedMinor_lower {L : Matrix ι ι ℂ} (hL : ∀ p q, p < q → L p q = 0) (i k : ι) :
    borderedMinor L i k = L i k * ∏ p ∈ Finset.univ.filter (fun p => p < k), L p p := by
  rw [borderedMinor, Matrix.det_of_isLowerTriangular]
  · refine (Finset.prod_subtype (Finset.univ.filter (fun p => p ≤ k)) (by simp)
      (fun p => L (if p = k then i else p) p)).symm.trans ?_
    rw [prod_le, if_pos rfl]
    congr 1
    apply Finset.prod_congr rfl
    intro p hp
    rw [if_neg (Finset.mem_filter.1 hp).2.ne]
  · intro a b hab
    have h : a.1 < b.1 := OrderDual.toDual_lt_toDual.1 hab
    rw [Matrix.submatrix_apply, row_of_ne a (h.trans_le b.2).ne]
    exact hL _ _ h

/-- For lower triangular `L` with any complex diagonal, the bordered minor of `L Lᴴ` is
`L i k` times the conjugate of `L k k` times the squared moduli of the earlier diagonal entries. -/
theorem borderedMinor_mul_conjTranspose {L : Matrix ι ι ℂ}
    (hL : ∀ p q, p < q → L p q = 0) (i k : ι) :
    borderedMinor (L * Lᴴ) i k = L i k * star (L k k) *
      ∏ p ∈ Finset.univ.filter (fun p => p < k), (L p p * star (L p p)) := by
  have hrow := borderedMinor_lower hL i k
  rw [borderedMinor] at hrow
  rw [borderedMinor, submatrix_factor hL (fun p => p ≤ k) (fun p q hp hq => hq.trans hp),
    Matrix.det_mul, Matrix.det_conjTranspose, det_principal hL (fun p => p ≤ k), prod_le,
    hrow, star_mul', star_prod, Finset.prod_mul_distrib]
  ring

private theorem star_diag {S L : Matrix ι ι ℂ} (h : IsCholeskyFactor S L) (p : ι) :
    star (L p p) = L p p :=
  Complex.ext (by simp) (by simp [h.diag_im p])

/-- Determinantal formula: the minor of `S` with rows `p < k` and `i`, and columns `p ≤ k`, equals
`L i k * L k k` times the product of the squares `L p p ^ 2` over `p < k`. -/
theorem borderedMinor_eq {S L : Matrix ι ι ℂ} (h : IsCholeskyFactor S L) (i k : ι) :
    borderedMinor S i k =
      L i k * L k k * ∏ p ∈ Finset.univ.filter (fun p => p < k), L p p ^ 2 := by
  rw [h.factor, borderedMinor_mul_conjTranspose h.lower, star_diag h k]
  congr 1
  apply Finset.prod_congr rfl
  intro p _
  rw [star_diag h p, sq]

/-- The leading minor of `S` before `k` is the product of the squared diagonal entries of `L` before
`k`. -/
theorem precedingMinor_eq {S L : Matrix ι ι ℂ} (h : IsCholeskyFactor S L) (k : ι) :
    precedingMinor S k = ∏ p ∈ Finset.univ.filter (fun p => p < k), L p p ^ 2 := by
  rw [precedingMinor, h.factor,
    submatrix_factor h.lower (fun p => p < k) (fun p q hp hq => hq.trans_lt hp),
    Matrix.det_mul, Matrix.det_conjTranspose, det_principal h.lower (fun p => p < k),
    star_prod, ← Finset.prod_mul_distrib]
  apply Finset.prod_congr rfl
  intro p _
  rw [star_diag h p, sq]

/-- The leading minor of `S` before `k` is a positive real number. -/
theorem precedingMinor_pos {S L : Matrix ι ι ℂ} (h : IsCholeskyFactor S L) (k : ι) :
    0 < (precedingMinor S k).re ∧ (precedingMinor S k).im = 0 := by
  have e : precedingMinor S k =
      ((∏ p ∈ Finset.univ.filter (fun p => p < k), (L p p).re ^ 2 : ℝ) : ℂ) := by
    rw [precedingMinor_eq h, Complex.ofReal_prod]
    apply Finset.prod_congr rfl
    intro p _
    have hp : ((L p p).re : ℂ) = L p p := Complex.ext (by simp) (by simp [h.diag_im p])
    rw [Complex.ofReal_pow, hp]
  rw [e, Complex.ofReal_re, Complex.ofReal_im]
  exact ⟨Finset.prod_pos fun p _ => pow_pos (h.diag_pos p) 2, rfl⟩

/-- Each Cholesky entry `L i k` is the bordered minor of `S` divided by the square root of the
product of the leading minors through `k` and before `k`. -/
theorem entry_eq_minor_div_sqrt {S L : Matrix ι ι ℂ} (h : IsCholeskyFactor S L) (i k : ι) :
    L i k = borderedMinor S i k /
      (Real.sqrt ((borderedMinor S k k).re * (precedingMinor S k).re) : ℂ) := by
  have hB : ∀ j, borderedMinor S j k = L j k * L k k * precedingMinor S k := fun j => by
    rw [borderedMinor_eq h, precedingMinor_eq h]
  obtain ⟨d, hd, hd0⟩ : ∃ d : ℝ, L k k = (d : ℂ) ∧ 0 < d :=
    ⟨(L k k).re, Complex.ext (by simp) (by simp [h.diag_im k]), h.diag_pos k⟩
  obtain ⟨c, hc, hc0⟩ : ∃ c : ℝ, precedingMinor S k = (c : ℂ) ∧ 0 < c :=
    ⟨(precedingMinor S k).re, Complex.ext (by simp) (by simp [(precedingMinor_pos h k).2]),
      (precedingMinor_pos h k).1⟩
  -- the product of the two leading minors is a perfect square
  have hs : (borderedMinor S k k).re * (precedingMinor S k).re = (d * c) ^ 2 := by
    have e : (d : ℂ) * d * c = ((d * d * c : ℝ) : ℂ) := by push_cast; ring
    rw [hB, hd, hc, e, Complex.ofReal_re, Complex.ofReal_re]
    ring
  have hdc : ((d * c : ℝ) : ℂ) ≠ 0 := Complex.ofReal_ne_zero.2 (mul_pos hd0 hc0).ne'
  rw [hs, Real.sqrt_sq (mul_pos hd0 hc0).le, hB, hd, hc, eq_div_iff hdc]
  push_cast
  ring

/-- A Cholesky entry `L i k` vanishes exactly when the corresponding bordered minor of `S`
vanishes. -/
theorem entry_eq_zero_iff {S L : Matrix ι ι ℂ} (h : IsCholeskyFactor S L) (i k : ι) :
    L i k = 0 ↔ borderedMinor S i k = 0 := by
  have hne : ∀ p, L p p ≠ 0 := fun p hp => by
    have := h.diag_pos p
    simp [hp] at this
  have hprod : ∏ p ∈ Finset.univ.filter (fun p => p < k), L p p ^ 2 ≠ 0 :=
    Finset.prod_ne_zero_iff.2 fun p _ => pow_ne_zero 2 (hne p)
  rw [borderedMinor_eq h, mul_eq_zero, mul_eq_zero]
  simp only [hne k, hprod, or_false]

/-- An explicit Cholesky factorisation of a two-function overlap matrix with imaginary
off-diagonal overlap. -/
theorem isCholeskyFactor_witness :
    IsCholeskyFactor !![1, -Complex.I; Complex.I, 2] !![1, 0; Complex.I, 1] where
  lower := by
    intro p q
    fin_cases p <;> fin_cases q <;> simp
  diag_pos := by
    intro p
    fin_cases p <;> simp
  diag_im := by
    intro p
    fin_cases p <;> simp
  factor := by
    ext i j
    fin_cases i <;> fin_cases j <;> norm_num [Matrix.mul_apply, Fin.sum_univ_succ]

end

end CholeskyMinors
```

```lean
#print axioms CholeskyMinors.borderedMinor_lower
-- 'CholeskyMinors.borderedMinor_lower' depends on axioms: [propext, Classical.choice, Quot.sound]
#print axioms CholeskyMinors.entry_eq_minor_div_sqrt
-- 'CholeskyMinors.entry_eq_minor_div_sqrt' depends on axioms: [propext, Classical.choice, Quot.sound]
#print axioms CholeskyMinors.entry_eq_zero_iff
-- 'CholeskyMinors.entry_eq_zero_iff' depends on axioms: [propext, Classical.choice, Quot.sound]
```

## Overlap matrix, factor and minors in Lean

The type `ι` labels the basis functions. It is finite and linearly ordered, and the order is the one in which the functions enter the factorisation. The numbers $1,\dots,n$ are one instance. For a factorisation with pivoting, the theorems apply to the reordered matrix.

`IsCholeskyFactor S L` collects four conditions on two complex matrices:

- `lower` says that $L$ has no entries above the diagonal.
- `diag_pos` and `diag_im` say that each diagonal entry has positive real part and zero imaginary part. Physically, every function has a non-zero component orthogonal to the earlier ones, and the phase of each orthogonalised function is fixed.
- `factor` says that $S=LL^{\mathrm H}$.

`borderedMinor S i k` is $M_{ik}$, the determinant of an actual submatrix. Its columns are the indices `p ≤ k`, and `borderedRow` puts `i` in the place of row `k`. This placement fixes the sign, because row $i$ always comes last. `precedingMinor S k` is $D_k$; for the first function it is the determinant of an empty matrix, which is 1.

In these terms, `borderedMinor_eq` is the determinantal formula for all `i` and `k`. `entry_eq_minor_div_sqrt` is the closed expression for $L_{ik}$, where the square root is taken of a real number built from the real parts of the two leading minors. No information is lost by taking real parts, since both minors are real. `entry_eq_zero_iff` is the criterion for a vanishing entry.

`isCholeskyFactor_witness` gives a two-function example with overlap $S_{12}=-i$, where $i$ is here the imaginary unit. Its second function has squared norm 2. After normalisation the overlap is $-i/\sqrt2$ and the second row of the factor is $(i/\sqrt2,\;1/\sqrt2)$.

## How the lemmas follow the derivation

`submatrix_factor` is the truncation step. It is stated for any set of columns closed under passing to earlier indices, so it serves both $p\le k$ and $p<k$. `Finset.sum_subset` removes the terms outside the set. For each of them the proof shows that the summation index lies to the right of the diagonal in row `b`, where $L$ is zero.

`det_principal` and `borderedMinor_lower` evaluate the two triangular determinants by means of `Matrix.det_of_isLowerTriangular`. In the second lemma, triangularity needs checking only above the diagonal. A row with an entry there comes before $k$, so it is an unchanged row of $L$. The helper `prod_le` splits the factor for $k$ off the product over $p\le k$.

`borderedMinor_mul_conjTranspose` multiplies the determinants and gives the version for an arbitrary complex diagonal. `borderedMinor_eq` then uses `star_diag`, which says that a real diagonal entry equals its own conjugate, to turn each $L_{pp}\overline{L_{pp}}$ into a square.

`precedingMinor_eq` repeats the argument for $D_k$, and `precedingMinor_pos` shows that the result is real and positive. In `entry_eq_minor_div_sqrt`, the real numbers `d` and `c` stand for $L_{kk}$ and $D_k$. The step `hs` is the perfect square $(L_{kk}D_k)^2$, and `Real.sqrt_sq` takes its root using positivity. The vanishing criterion follows by showing that every factor of the formula other than $L_{ik}$ is non-zero.

## Existence of the factor and rounding

The factorisation is a hypothesis. The theorems describe the entries of a factor that is given; they do not construct one from a positive definite $S$. They do settle uniqueness, because the closed expression contains only $S$: two matrices that satisfy `IsCholeskyFactor` for the same $S$ have equal entries.

A linearly dependent basis is excluded, since some diagonal entry would then be zero. The formula for an arbitrary complex diagonal in `borderedMinor_mul_conjTranspose` still applies to a triangular factor of such a matrix, but the closed expression for $L_{ik}$ has a zero denominator in every column $k$ with $M_{kk}=0$.

All statements concern exact complex numbers. They give no bound on the rounding error of a floating-point factorisation, and none on the error of computed minors, which can suffer severe cancellation when the basis is nearly dependent. A numerical comparison of the two sides therefore needs a tolerance suited to the conditioning of $S$.
